# The Green's matrix of two noninteracting subsystems as a sum over the levels of a diagonalisable one

## Two levels and a block-diagonal matrix

Let a first subsystem have two states with energies $a_0$ and $a_1$, so that its Hamiltonian is $A=\mathrm{diag}(a_0,a_1)$, and let a second subsystem have the Hamiltonian matrix $B$. Without interaction, the joint Hamiltonian is $H=A\otimes 1+1\otimes B$. If the product basis is ordered by the state of the first subsystem, then for a complex energy $z$

$$
z-H=\begin{pmatrix} z-a_0-B & 0\\ 0 & z-a_1-B\end{pmatrix}.
$$

The inverse is found block by block. In each block the second subsystem has its own Green's matrix, taken at the energy left over once the first has received $a_i$. The same holds when $A$ is diagonalisable but not diagonal in the chosen basis, with projectors in place of the blocks.

## Levels, projectors and the joint Hamiltonian

Write $A=\sum_i a_iP_i$, where the finitely many matrices $P_i$ satisfy

$$
P_i^2=P_i,\qquad P_iP_j=0\ (i\neq j),\qquad \sum_i P_i=1 .
$$

For a Hermitian Hamiltonian the spectral projectors are one such choice. Hermiticity is not required, so the levels $a_i$ may be complex, as in an effective Hamiltonian with decay, and they may coincide. The matrix $B$ is any complex square matrix.

Write $G_M(z)=(z-M)^{-1}$ for the Green's matrix of $M$. If $z-a_i-B$ is invertible for every $i$, then $z-H$ is invertible and

$$
G_H(z)=\sum_i P_i\otimes G_B(z-a_i).
$$

The invertibility condition says that no $z-a_i$ is an eigenvalue of $B$: the energy $z$ must avoid every sum of a level of $A$ and an eigenvalue of $B$. For finite, noninteracting systems, the formula reduces the joint resolvent to resolvents of one subsystem at shifted energies.

## Derivation level by level

Orthogonality and idempotence give

$$
AP_i=\sum_j a_jP_jP_i=a_iP_i .
$$

For any matrix $X$ of the size of $B$, the product rule $(C\otimes D)(E\otimes F)=CE\otimes DF$ then yields

$$
\begin{aligned}
(z-H)(P_i\otimes X)&=zP_i\otimes X-a_iP_i\otimes X-P_i\otimes BX\\
&=P_i\otimes\big((z-a_i-B)X\big).
\end{aligned}
$$

Put $X=G_B(z-a_i)$ and sum over $i$:

$$
(z-H)\sum_iP_i\otimes G_B(z-a_i)=\sum_iP_i\otimes 1=1\otimes 1=1 .
$$

For finite square matrices a right inverse is also a left inverse, which proves invertibility and the formula together.

Two consequences follow. Multiplying by $P_k\otimes1$ from the left leaves a single term, since $P_kP_i=0$ for $i\neq k$:

$$
(P_k\otimes1)\,G_H(z)=P_k\otimes G_B(z-a_k).
$$

Taking the trace, with $\operatorname{tr}(C\otimes D)=\operatorname{tr}C\,\operatorname{tr}D$, gives

$$
\operatorname{tr}G_H(z)=\sum_i\operatorname{tr}P_i\,\operatorname{tr}G_B(z-a_i).
$$

The weight $\operatorname{tr}P_i$ is the rank of $P_i$, that is, the number of states it collects.

## The converse for nonzero projectors

Suppose that $z-H$ is invertible and $P_i\neq0$. If $z-a_i-B$ were singular, it would have a null vector $v\neq0$. Let $V$ be the square matrix with $v$ in every column. Then

$$
(z-H)(P_i\otimes V)=P_i\otimes\big((z-a_i-B)V\big)=0,
$$

so $P_i\otimes V=0$. Some component $v_k$ is nonzero, and $(P_i)_{xy}v_k=0$ for all $x,y$ forces $P_i=0$, a contradiction. The condition $P_i\ne0$ excludes a label $i$ that collects no states, whose $a_i$ could take any value without changing $A$.

## A particle on a square of four sites

Let $A=B=\begin{pmatrix}0&1\\1&0\end{pmatrix}$, the hopping matrix of two sites. Then $H$ describes one particle hopping around a square, with $A$ acting along one direction and $B$ along the other. The projectors of $A$ on the even and odd combinations are

$$
P_0=\tfrac12\begin{pmatrix}1&1\\1&1\end{pmatrix},\qquad
P_1=\tfrac12\begin{pmatrix}1&-1\\-1&1\end{pmatrix},
$$

with $a_0=1$ and $a_1=-1$. At $z=3$ the second subsystem is needed at energies $2$ and $4$:

$$
G_B(2)=\tfrac13\begin{pmatrix}2&1\\1&2\end{pmatrix},\qquad
G_B(4)=\tfrac1{15}\begin{pmatrix}4&1\\1&4\end{pmatrix}.
$$

Each projector has trace $1$, so $\operatorname{tr}G_H(3)=\tfrac43+\tfrac8{15}=\tfrac{28}{15}$. The eigenvalues $2,0,0,-2$ of $H$ give the same: $1+\tfrac13+\tfrac13+\tfrac15$.

## Solving a separable linear system

The formula also gives a way to compute $x=(z-H)^{-1}y$ for a given vector $y$ without forming $H$. Let $A$ have size $m$ and $B$ size $n$, and store $x$ and $y$ as $m\times n$ arrays, with the first index belonging to $A$. Diagonalise $A=W\,\mathrm{diag}(a_i)\,W^{-1}$, here with one label per eigenvector, and replace $y$ by $W^{-1}y$. Solve one $n\times n$ system with matrix $z-a_i-B$ for each row $i$, then multiply the resulting array by $W$ from the left. This takes $m$ solves of size $n$ in place of one of size $mn$. If $A$ is far from normal, $W$ can be ill-conditioned and the transformation can lose accuracy.

## The statement in Lean

The types `m` and `n` label the basis states of the two subsystems, and `ι` labels the levels; all three are finite. The product basis is the type `m × n`, and `⊗ₖ` is the Kronecker product. `shifted z M` is $z-M$, `green z M` is its inverse, `kronSum A B` is $H$, and `levelSum a P` is $\sum_i a_iP_i$. The structure `LevelFamily P` holds the three projector relations, which are assumed and not derived from a given $A$.

In `green_kronSum`, the hypothesis `hB` says that each $z-a_i-B$ is invertible. The conclusion has two parts, invertibility of $z-H$ and the formula. The first matters because Mathlib assigns a value to the inverse of a singular matrix too. The theorems `level_mul_green` and `trace_green_kronSum` also assume `hB`, although their docstrings do not repeat it.

A matrix $A$ with a nontrivial Jordan block is not of the assumed form. The joint space is the full tensor product, without antisymmetrisation for identical fermions, and infinite-dimensional spaces are not treated.

Another model would take a Hermitian $A$ as its input and obtain the $P_i$ from the spectral theorem. The projector hypotheses would then disappear from the statement, but the levels would be real and non-Hermitian effective Hamiltonians for the first subsystem would be excluded.

```lean
import Mathlib

open Matrix
open scoped Kronecker

namespace NoninteractingResolvent

noncomputable section

variable {ι m n : Type*} [Fintype ι] [Fintype m] [DecidableEq m] [Fintype n] [DecidableEq n]

/-- The matrix `z - M` for a complex energy `z` and a Hamiltonian matrix `M`. -/
def shifted (z : ℂ) (M : Matrix n n ℂ) : Matrix n n ℂ := z • (1 : Matrix n n ℂ) - M

/-- The Green's matrix `(z - M)⁻¹`, meaningful for energies `z` at which `z - M` is invertible. -/
def green (z : ℂ) (M : Matrix n n ℂ) : Matrix n n ℂ := (shifted z M)⁻¹

/-- The Hamiltonian `A ⊗ 1 + 1 ⊗ B` of two subsystems that do not interact. -/
def kronSum (A : Matrix m m ℂ) (B : Matrix n n ℂ) : Matrix (m × n) (m × n) ℂ :=
  A ⊗ₖ (1 : Matrix n n ℂ) + (1 : Matrix m m ℂ) ⊗ₖ B

/-- The Hamiltonian `∑ i, a i P i` with levels `a i` and level projectors `P i`. -/
def levelSum (a : ι → ℂ) (P : ι → Matrix m m ℂ) : Matrix m m ℂ := ∑ i, a i • P i

/-- A complete family of pairwise orthogonal idempotents, not necessarily Hermitian. -/
structure LevelFamily (P : ι → Matrix m m ℂ) : Prop where
  idem : ∀ i, P i * P i = P i
  orth : ∀ i j, i ≠ j → P i * P j = 0
  complete : ∑ i, P i = 1

/-- On the range of the projector `P i` the Hamiltonian `∑ j, a j P j` acts as the number `a i`. -/
theorem levelSum_mul {P : ι → Matrix m m ℂ} (h : LevelFamily P) (a : ι → ℂ) (i : ι) :
    levelSum a P * P i = a i • P i := by
  rw [levelSum, Finset.sum_mul, Finset.sum_eq_single i]
  · rw [Matrix.smul_mul, h.idem]
  · intro j _ hj
    rw [Matrix.smul_mul, h.orth j i hj, smul_zero]
  · intro hi
    exact absurd (Finset.mem_univ i) hi

/-- With the first subsystem in level `i`, the matrix `z - H` of the joint system acts on the
second subsystem as `(z - a i) - B`. -/
theorem shifted_mul_level {P : ι → Matrix m m ℂ} (h : LevelFamily P) (a : ι → ℂ)
    (B X : Matrix n n ℂ) (z : ℂ) (i : ι) :
    shifted z (kronSum (levelSum a P) B) * (P i ⊗ₖ X)
      = P i ⊗ₖ (shifted (z - a i) B * X) := by
  simp only [shifted, kronSum, sub_mul, add_mul, Matrix.smul_mul, one_mul,
    ← Matrix.mul_kronecker_mul, levelSum_mul h]
  ext p q
  simp only [Matrix.sub_apply, Matrix.add_apply, Matrix.smul_apply, Matrix.kroneckerMap_apply,
    smul_eq_mul]
  ring

/-- If every `(z - a i) - B` is invertible, then so is `z - H` for the noninteracting system, and
its Green's matrix is the sum of `P i ⊗ G_B(z - a i)` over the levels of the first subsystem. -/
theorem green_kronSum {P : ι → Matrix m m ℂ} (h : LevelFamily P) (a : ι → ℂ)
    (B : Matrix n n ℂ) (z : ℂ) (hB : ∀ i, IsUnit (shifted (z - a i) B)) :
    IsUnit (shifted z (kronSum (levelSum a P) B)) ∧
      green z (kronSum (levelSum a P) B) = ∑ i, P i ⊗ₖ green (z - a i) B := by
  have key : shifted z (kronSum (levelSum a P) B) * (∑ i, P i ⊗ₖ green (z - a i) B) = 1 := by
    rw [Finset.mul_sum]
    calc ∑ i, shifted z (kronSum (levelSum a P) B) * (P i ⊗ₖ green (z - a i) B)
        = ∑ i, P i ⊗ₖ (1 : Matrix n n ℂ) := by
          -- level by level, the Green's matrix of `B` cancels the shifted matrix
          refine Finset.sum_congr rfl fun i _ => ?_
          rw [shifted_mul_level h, green,
            Matrix.mul_nonsing_inv _ ((Matrix.isUnit_iff_isUnit_det _).1 (hB i))]
      _ = (∑ i, P i) ⊗ₖ (1 : Matrix n n ℂ) := by
          ext p q
          simp only [Matrix.sum_apply, Matrix.kroneckerMap_apply, Finset.sum_mul]
      _ = 1 := by rw [h.complete, Matrix.one_kronecker_one]
  exact ⟨⟨⟨_, _, key, mul_eq_one_comm.1 key⟩, rfl⟩, Matrix.inv_eq_right_inv key⟩

/-- Projecting the first subsystem on level `k` turns the joint Green's matrix into
`P k ⊗ G_B(z - a k)`. -/
theorem level_mul_green {P : ι → Matrix m m ℂ} (h : LevelFamily P) (a : ι → ℂ)
    (B : Matrix n n ℂ) (z : ℂ) (hB : ∀ i, IsUnit (shifted (z - a i) B)) (k : ι) :
    (P k ⊗ₖ (1 : Matrix n n ℂ)) * green z (kronSum (levelSum a P) B)
      = P k ⊗ₖ green (z - a k) B := by
  rw [(green_kronSum h a B z hB).2, Finset.mul_sum, Finset.sum_eq_single k]
  · rw [← Matrix.mul_kronecker_mul, h.idem, one_mul]
  · intro j _ hj
    rw [← Matrix.mul_kronecker_mul, h.orth k j hj.symm, Matrix.zero_kronecker]
  · intro hk
    exact absurd (Finset.mem_univ k) hk

/-- The trace of the joint Green's matrix is the sum of the traces of `G_B(z - a i)`, each
weighted by the trace of the level projector `P i`. -/
theorem trace_green_kronSum {P : ι → Matrix m m ℂ} (h : LevelFamily P) (a : ι → ℂ)
    (B : Matrix n n ℂ) (z : ℂ) (hB : ∀ i, IsUnit (shifted (z - a i) B)) :
    (green z (kronSum (levelSum a P) B)).trace
      = ∑ i, (P i).trace * (green (z - a i) B).trace := by
  rw [(green_kronSum h a B z hB).2, Matrix.trace_sum]
  exact Finset.sum_congr rfl fun i _ => Matrix.trace_kronecker _ _

/-- Conversely, if `z - H` is invertible for the joint system, then `(z - a i) - B` is invertible
for every level `i` whose projector is not zero. -/
theorem isUnit_of_isUnit_kronSum {P : ι → Matrix m m ℂ} (h : LevelFamily P) (a : ι → ℂ)
    (B : Matrix n n ℂ) (z : ℂ) (hG : IsUnit (shifted z (kronSum (levelSum a P) B)))
    (i : ι) (hP : P i ≠ 0) : IsUnit (shifted (z - a i) B) := by
  by_contra hC
  have hdet : (shifted (z - a i) B).det = 0 := by
    by_contra hd
    exact hC ((Matrix.isUnit_iff_isUnit_det _).2 (isUnit_iff_ne_zero.2 hd))
  -- a null vector of the second subsystem, repeated in all columns of a square matrix
  obtain ⟨v, hv, hCv⟩ := Matrix.exists_mulVec_eq_zero_iff.2 hdet
  have hV : shifted (z - a i) B * Matrix.of (fun x (_ : n) => v x) = 0 := by
    ext x y
    rw [Matrix.mul_apply]
    exact congrFun hCv x
  have h0 : P i ⊗ₖ Matrix.of (fun x (_ : n) => v x) = 0 := by
    have e := shifted_mul_level h a B (Matrix.of (fun x (_ : n) => v x)) z i
    rw [hV, Matrix.kronecker_zero] at e
    exact hG.mul_right_eq_zero.1 e
  obtain ⟨k, hk⟩ := Function.ne_iff.1 hv
  apply hP
  ext x y
  have e : P i x y * v k = 0 := congrFun (congrFun h0 (x, k)) (y, k)
  exact (mul_eq_zero.1 e).resolve_right hk

/-- The projectors on the even and the odd combination of two sites. -/
def siteProj : Fin 2 → Matrix (Fin 2) (Fin 2) ℂ :=
  ![!![1/2, 1/2; 1/2, 1/2], !![1/2, -1/2; -1/2, 1/2]]

/-- The even and odd projectors of two sites form a complete orthogonal family of nonzero
idempotents, and with levels `1, -1`, a two-site hopping matrix `B` and `z = 3` every
`(z - a i) - B` is invertible. -/
theorem siteProj_witness :
    LevelFamily siteProj ∧ (∀ i, siteProj i ≠ 0) ∧
      ∀ i, IsUnit (shifted (3 - (![1, -1] : Fin 2 → ℂ) i) !![0, 1; 1, 0]) := by
  refine ⟨⟨?_, ?_, ?_⟩, ?_, ?_⟩
  · intro i
    fin_cases i <;> ext x y <;> fin_cases x <;> fin_cases y <;>
      simp [siteProj, Matrix.mul_apply, Fin.sum_univ_succ] <;> norm_num
  · intro i j hij
    fin_cases i <;> fin_cases j <;> ext x y <;> fin_cases x <;> fin_cases y <;>
      simp [siteProj, Matrix.mul_apply, Fin.sum_univ_succ] at hij ⊢ <;> norm_num
  · rw [Fin.sum_univ_two]
    ext x y
    fin_cases x <;> fin_cases y <;> simp [siteProj] <;> norm_num
  · intro i hi
    have e := congrFun (congrFun hi 0) 0
    fin_cases i <;> simp [siteProj] at e
  · intro i
    rw [Matrix.isUnit_iff_isUnit_det, isUnit_iff_ne_zero]
    fin_cases i <;> simp [shifted, Matrix.det_fin_two] <;> norm_num

end

end NoninteractingResolvent
```

```lean
#print axioms NoninteractingResolvent.green_kronSum
-- 'NoninteractingResolvent.green_kronSum' depends on axioms: [propext, Classical.choice, Quot.sound]
#print axioms NoninteractingResolvent.level_mul_green
-- 'NoninteractingResolvent.level_mul_green' depends on axioms: [propext, Classical.choice, Quot.sound]
#print axioms NoninteractingResolvent.trace_green_kronSum
-- 'NoninteractingResolvent.trace_green_kronSum' depends on axioms: [propext, Classical.choice, Quot.sound]
#print axioms NoninteractingResolvent.isUnit_of_isUnit_kronSum
-- 'NoninteractingResolvent.isUnit_of_isUnit_kronSum' depends on axioms: [propext, Classical.choice, Quot.sound]
```

## How the proof follows the algebra

`levelSum_mul` is $AP_i=a_iP_i$. `Finset.sum_eq_single` reduces the sum to the term $j=i$: `h.idem` evaluates that term, and `h.orth` removes the others.

`shifted_mul_level` is the central identity for arbitrary $X$. The `simp only` call distributes the product over $z-H$, merges Kronecker products by the product rule and inserts `levelSum_mul`. What remains is compared entry by entry, where `ring` collects the scalars $z$ and $a_i$.

In `green_kronSum`, the statement `key` says that the proposed sum is a right inverse. Its `calc` block has the three steps of the derivation: cancel $z-a_i-B$ against its inverse in each term, pull the sum into the first factor, and use completeness. `mul_eq_one_comm` supplies the left inverse, and `Matrix.inv_eq_right_inv` identifies the sum with `green`.

`level_mul_green` and `trace_green_kronSum` rewrite with this formula and then use orthogonality and the trace of a Kronecker product, respectively.

`isUnit_of_isUnit_kronSum` argues by contradiction. A singular matrix has determinant zero, and `Matrix.exists_mulVec_eq_zero_iff` turns this into a null vector $v$. The vector is repeated in all columns because `shifted_mul_level` takes a square $X$. Invertibility of $z-H$ gives `h0`, and its entries show that $P_i=0$.

`siteProj_witness` checks the hypotheses for the square of four sites: the projector relations and $P_i\neq0$ by entries, and the invertibility of $2-B$ and $4-B$ by their determinants.
